# Hartree-Fock exchange widens the occupied band of the 3D electron gas by $k_F/\pi$ in atomic units

## Electrons in a uniform background

Consider electrons in three dimensions, spread over a uniform positive background, with both spin directions equally occupied. In the Hartree-Fock fluid the orbitals are plane waves, and all momenta up to the Fermi momentum $k_F>0$ are filled. The direct Coulomb energy cancels against the background, so an electron of momentum $k$ has its kinetic energy and an exchange energy with the electrons of its own spin.

Exchange lowers every occupied level. Whether the band becomes wider or narrower depends on which levels are lowered more. The exchange self-energy, in atomic units, is

$$\Sigma(k)=-\frac{2k_F}{\pi}\,F\!\left(\frac{k}{k_F}\right),\qquad F(x)=\frac12+\frac{1-x^2}{4x}\,L(x),\qquad L(x)=\ln\frac{1+x}{1-x}.$$

This formula is the starting point here. It comes from integrating the bare Coulomb interaction over the filled Fermi sphere, and that integral is not derived below.

The function $F$ falls strictly from $1$ to $1/2$ as $x$ goes from $0$ to $1$. The bottom of the band is therefore lowered by $2k_F/\pi$ and the top by only $k_F/\pi$, which leaves the band wider by the difference.

## Why $F$ decreases

The derivative of the logarithm is

$$L'(x)=\frac1{1+x}+\frac1{1-x}=\frac{2}{1-x^2}.$$

The difference $L(x)-2x$ vanishes at $x=0$, and for $0<x<1$ its slope is $2/(1-x^2)-2=2x^2/(1-x^2)>0$. Hence $L(x)>2x$ on $(0,1)$.

The prefactor in $F$ has derivative

$$\frac{d}{dx}\,\frac{1-x^2}{4x}=-\frac{1+x^2}{4x^2},$$

so the product rule gives

$$F'(x)=\frac{1}{2x}-\frac{1+x^2}{4x^2}\,L(x).$$

Inserting $L(x)>2x$ yields

$$F'(x)<\frac1{2x}-\frac{1+x^2}{2x}=-\frac x2<0.$$

## The two edge values

Near $x=0$ the function is squeezed. The bound $L(x)>2x$ gives

$$F(x)>\frac12+\frac{1-x^2}{2}=1-\frac{x^2}{2}.$$

For the other side, $\ln t\le t-1$ with $t=(1+x)/(1-x)$ gives $L(x)\le 2x/(1-x)$, and so

$$F(x)\le\frac12+\frac{1-x^2}{4x}\cdot\frac{2x}{1-x}=\frac12+\frac{1+x}{2}=1+\frac x2.$$

Both bounds tend to $1$ as $x\to0^+$.

Near $x=1$, split the logarithm and factor $1-x^2=(1+x)(1-x)$:

$$F(x)=\frac12+\frac{1+x}{4x}\Big[(1-x)\ln(1+x)-(1-x)\ln(1-x)\Big].$$

The first term in the bracket tends to $0$ because $\ln(1+x)$ stays finite. The second does so because $t\ln t\to0$ as $t\to0^+$. Hence $F(x)\to1/2$.

## From the self-energy to the bandwidth

Since $-2k_F/\pi$ is negative, $\Sigma$ rises strictly on $0<k<k_F$, from the limit $-2k_F/\pi$ to the limit $-k_F/\pi$. The kinetic energy $k^2/2$ also rises strictly, from $0$ to $k_F^2/2$. Their sum $\varepsilon(k)=k^2/2+\Sigma(k)$ is continuous and strictly increasing, with edge limits

$$A=-\frac{2k_F}{\pi},\qquad B=\frac{k_F^2}{2}-\frac{k_F}{\pi}.$$

A strictly increasing function stays strictly between its edge limits, and by the intermediate value theorem a continuous one takes every value between them. The occupied energies therefore fill exactly $(A,B)$, whose width is

$$B-A=\frac{k_F^2}{2}+\frac{k_F}{\pi}.$$

The free band has width $k_F^2/2$, so exchange adds $k_F/\pi$.

## The claim in Lean's terms

The definitions follow the formulas: `logRatio` is $L$, `exchangeF` is $F$, `selfEnergy kF k` is $\Sigma(k)$, and `freeEnergy` and `hartreeFockEnergy` are the two dispersions. All quantities are real numbers in atomic units, and $k$ is the magnitude of the momentum.

`StrictAntiOn exchangeF (Ioo 0 1)` says that $F$ is strictly decreasing on the open interval. The filters `𝓝[>] 0` and `𝓝[<] 1` express the one-sided limits $x\to0^+$ and $x\to1^-$. The occupied momenta are `Ioo 0 kF`, without the endpoints. At $k=0$ Lean's convention for division by zero gives $F=1/2$ instead of the limit $1$, so the formal self-energy would not be strictly increasing with that point included. The set of energies would stay the same, because the resulting value $-k_F/\pi$ already lies in $(A,B)$.

`bandwidth` is the supremum minus the infimum of the energies at these momenta. The final theorem, `hartreeFock_bandwidth`, assumes only `0 < kF`. It states first that the Hartree-Fock energies are exactly the open interval $(A,B)$, and then that the two bandwidths differ by `kF / π`.

The model has an infinite system, a continuum of momenta and an unscreened interaction. Correlation is absent, and the theorems make no statement about the slope of the dispersion at the Fermi momentum.

## The Lean file

```lean
import Mathlib

open Filter Topology Set
open scoped Real

namespace HartreeFockBandwidth

noncomputable section

/-- The logarithm `ln((1+x)/(1-x))` of the exchange self-energy. -/
def logRatio (x : ℝ) : ℝ := Real.log ((1 + x) / (1 - x))

/-- The exchange function `F(x) = 1/2 + (1-x²)/(4x) ln((1+x)/(1-x))`, with `x = k/kF`. -/
def exchangeF (x : ℝ) : ℝ := 1 / 2 + (1 - x ^ 2) / (4 * x) * logRatio x

/-- The exchange self-energy `-(2kF/π) F(k/kF)` in atomic units. -/
def selfEnergy (kF k : ℝ) : ℝ := -(2 * kF / π) * exchangeF (k / kF)

/-- The free-electron energy `k²/2` in atomic units. -/
def freeEnergy (k : ℝ) : ℝ := k ^ 2 / 2

/-- The Hartree-Fock energy: kinetic energy plus exchange self-energy. -/
def hartreeFockEnergy (kF k : ℝ) : ℝ := freeEnergy k + selfEnergy kF k

/-- The width of the occupied band: supremum minus infimum of the energies for `0 < k < kF`. -/
def bandwidth (ε : ℝ → ℝ) (kF : ℝ) : ℝ := sSup (ε '' Ioo 0 kF) - sInf (ε '' Ioo 0 kF)

/-- The logarithm `ln((1+x)/(1-x))` has derivative `2/(1-x²)` for `-1 < x < 1`. -/
theorem hasDerivAt_logRatio {x : ℝ} (h0 : -1 < x) (h1 : x < 1) :
    HasDerivAt logRatio (2 / (1 - x ^ 2)) x := by
  have hp : 1 + x ≠ 0 := by linarith
  have hm : 1 - x ≠ 0 := by linarith
  have h := (((hasDerivAt_id' x).const_add 1).fun_div
    ((hasDerivAt_id' x).const_sub 1) hm).log (div_ne_zero hp hm)
  refine h.congr_deriv ?_
  rw [show 1 - x ^ 2 = (1 + x) * (1 - x) by ring]
  field_simp
  ring

/-- For `0 < x < 1` the logarithm `ln((1+x)/(1-x))` exceeds `2x`. -/
theorem two_mul_lt_logRatio {x : ℝ} (h0 : 0 < x) (h1 : x < 1) : 2 * x < logRatio x := by
  have hd : ∀ y ∈ Ico (0 : ℝ) 1,
      HasDerivAt (fun y => logRatio y - 2 * y) (2 / (1 - y ^ 2) - 2) y := fun y hy =>
    ((hasDerivAt_logRatio (by linarith [hy.1]) hy.2).fun_sub
      ((hasDerivAt_id' y).const_mul 2)).congr_deriv (by ring)
  -- the difference vanishes at zero and has positive slope
  have hm : StrictMonoOn (fun y => logRatio y - 2 * y) (Ico (0 : ℝ) 1) := by
    apply strictMonoOn_of_deriv_pos (convex_Ico 0 1)
    · exact fun y hy => (hd y hy).continuousAt.continuousWithinAt
    · intro y hy
      rw [interior_Ico] at hy
      rw [(hd y ⟨hy.1.le, hy.2⟩).deriv]
      have hq : 0 < 1 - y ^ 2 := by nlinarith [hy.1, hy.2]
      have : 2 < 2 / (1 - y ^ 2) := by
        rw [lt_div_iff₀ hq]
        nlinarith [pow_pos hy.1 2]
      linarith
  have m0 : (0 : ℝ) ∈ Ico (0 : ℝ) 1 := ⟨le_rfl, one_pos⟩
  have m1 : x ∈ Ico (0 : ℝ) 1 := ⟨h0.le, h1⟩
  have h : logRatio 0 - 2 * 0 < logRatio x - 2 * x := hm m0 m1 h0
  have hz : logRatio 0 = 0 := by simp [logRatio]
  linarith

/-- The slope of the exchange function for `0 < x < 1`. -/
theorem hasDerivAt_exchangeF {x : ℝ} (h0 : 0 < x) (h1 : x < 1) :
    HasDerivAt exchangeF (1 / (2 * x) - (1 + x ^ 2) / (4 * x ^ 2) * logRatio x) x := by
  have hq : 1 - x ^ 2 ≠ 0 := by
    have : 0 < 1 - x ^ 2 := by nlinarith
    exact this.ne'
  have hx : x ≠ 0 := h0.ne'
  have h2 : HasDerivAt (fun y : ℝ => y ^ 2) (2 * x) x := by simpa using hasDerivAt_pow 2 x
  have h := (((h2.const_sub 1).fun_div ((hasDerivAt_id' x).const_mul 4)
    (mul_ne_zero four_ne_zero hx)).fun_mul
      (hasDerivAt_logRatio (by linarith) h1)).const_add (1 / 2)
  refine h.congr_deriv ?_
  field_simp
  ring

/-- The exchange function is strictly decreasing on `(0,1)`. -/
theorem exchangeF_strictAntiOn : StrictAntiOn exchangeF (Ioo 0 1) := by
  apply strictAntiOn_of_deriv_neg (convex_Ioo 0 1)
  · exact fun x hx => (hasDerivAt_exchangeF hx.1 hx.2).continuousAt.continuousWithinAt
  · intro x hx
    rw [interior_Ioo] at hx
    have h0 : 0 < x := hx.1
    rw [(hasDerivAt_exchangeF h0 hx.2).deriv]
    have hc : 0 < (1 + x ^ 2) / (4 * x ^ 2) := by positivity
    have h := mul_lt_mul_of_pos_left (two_mul_lt_logRatio h0 hx.2) hc
    have e : (1 + x ^ 2) / (4 * x ^ 2) * (2 * x) = 1 / (2 * x) + x / 2 := by
      field_simp
      ring
    linarith

/-- The exchange function tends to `1` at the bottom of the band and to `1/2` at the
Fermi momentum. -/
theorem exchangeF_limits :
    Tendsto exchangeF (𝓝[>] 0) (𝓝 1) ∧ Tendsto exchangeF (𝓝[<] 1) (𝓝 (1 / 2)) := by
  constructor
  · -- squeeze between 1 - x²/2 and 1 + x/2
    have c1 : Continuous (fun x : ℝ => 1 - x ^ 2 / 2) := by fun_prop
    have c2 : Continuous (fun x : ℝ => 1 + x / 2) := by fun_prop
    refine tendsto_of_tendsto_of_tendsto_of_le_of_le'
      ((c1.tendsto' 0 1 (by norm_num)).mono_left nhdsWithin_le_nhds)
      ((c2.tendsto' 0 1 (by norm_num)).mono_left nhdsWithin_le_nhds) ?_ ?_
    all_goals
      filter_upwards [Ioo_mem_nhdsGT (one_pos : (0 : ℝ) < 1)] with x hx
      have h0 : 0 < x := hx.1
      have hx0 : x ≠ 0 := h0.ne'
      have hm : 0 < 1 - x := by linarith [hx.2]
      have hm0 : 1 - x ≠ 0 := hm.ne'
      have hq : 0 < 1 - x ^ 2 := by nlinarith
      have hc : 0 < (1 - x ^ 2) / (4 * x) := by positivity
      unfold exchangeF
    · have h := mul_lt_mul_of_pos_left (two_mul_lt_logRatio h0 hx.2) hc
      have e : (1 - x ^ 2) / (4 * x) * (2 * x) = (1 - x ^ 2) / 2 := by
        field_simp
        ring
      linarith
    · have hl : logRatio x ≤ (1 + x) / (1 - x) - 1 :=
        Real.log_le_sub_one_of_pos (div_pos (by linarith) hm)
      have h := mul_le_mul_of_nonneg_left hl hc.le
      have e : (1 - x ^ 2) / (4 * x) * ((1 + x) / (1 - x) - 1) = (1 + x) / 2 := by
        field_simp
        ring
      linarith
  · -- the logarithm is tamed by t ln t → 0
    have h1 : ContinuousAt (fun x : ℝ => (1 + x) / (4 * x)) 1 := by
      fun_prop (disch := norm_num)
    have h2 : ContinuousAt (fun x : ℝ => (1 - x) * Real.log (1 + x)) 1 := by
      fun_prop (disch := norm_num)
    have h3 : Continuous (fun x : ℝ => (1 - x) * Real.log (1 - x)) :=
      Real.continuous_mul_log.comp (by fun_prop : Continuous fun x : ℝ => 1 - x)
    have h := ((h1.tendsto.mul (h2.tendsto.sub (h3.tendsto 1))).const_add
      (1 / 2 : ℝ)).mono_left (nhdsWithin_le_nhds (s := Iio 1))
    have e : (1 / 2 : ℝ) + (1 + 1) / (4 * 1) *
        ((1 - 1) * Real.log (1 + 1) - (1 - 1) * Real.log (1 - 1)) = 1 / 2 := by norm_num
    rw [← e]
    refine h.congr' ?_
    filter_upwards [Ioo_mem_nhdsLT (one_pos : (0 : ℝ) < 1)] with x hx
    have hx0 : x ≠ 0 := hx.1.ne'
    rw [exchangeF, logRatio, Real.log_div (by linarith [hx.1]) (by linarith [hx.2])]
    field_simp
    ring

/-- The exchange self-energy rises strictly with momentum for `0 < k < kF`. -/
theorem selfEnergy_strictMonoOn {kF : ℝ} (hk : 0 < kF) :
    StrictMonoOn (selfEnergy kF) (Ioo 0 kF) := by
  intro a ha b hb hab
  have hm : ∀ k ∈ Ioo 0 kF, k / kF ∈ Ioo (0 : ℝ) 1 := fun k h =>
    ⟨div_pos h.1 hk, (div_lt_one hk).2 h.2⟩
  have h := exchangeF_strictAntiOn (hm a ha) (hm b hb) (div_lt_div_of_pos_right hab hk)
  have hc : 0 < 2 * kF / π := by positivity
  have h' := mul_lt_mul_of_pos_left h hc
  unfold selfEnergy
  linarith

/-- A continuous, strictly increasing dispersion with edge limits `A` and `B` takes exactly
the energies between `A` and `B`. -/
theorem image_eq_Ioo {f : ℝ → ℝ} {a b A B : ℝ} (hab : a < b) (hf : StrictMonoOn f (Ioo a b))
    (hc : ContinuousOn f (Ioo a b)) (hA : Tendsto f (𝓝[>] a) (𝓝 A))
    (hB : Tendsto f (𝓝[<] b) (𝓝 B)) : f '' Ioo a b = Ioo A B := by
  apply Subset.antisymm
  · rintro _ ⟨x, hx, rfl⟩
    constructor
    · obtain ⟨y, hy1, hy2⟩ := exists_between hx.1
      have hy : y ∈ Ioo a b := ⟨hy1, hy2.trans hx.2⟩
      have h : A ≤ f y := le_of_tendsto hA (by
        filter_upwards [Ioo_mem_nhdsGT hy1] with z hz
        exact (hf ⟨hz.1, hz.2.trans hy.2⟩ hy hz.2).le)
      exact h.trans_lt (hf hy hx hy2)
    · obtain ⟨y, hy1, hy2⟩ := exists_between hx.2
      have hy : y ∈ Ioo a b := ⟨hx.1.trans hy1, hy2⟩
      have h : f y ≤ B := ge_of_tendsto hB (by
        filter_upwards [Ioo_mem_nhdsLT hy2] with z hz
        exact (hf hy ⟨hy.1.trans hz.1, hz.2⟩ hz.1).le)
      exact (hf hx hy hy1).trans_le h
  · exact isPreconnected_Ioo.intermediate_value_Ioo (le_principal_iff.2 (Ioo_mem_nhdsGT hab))
      (le_principal_iff.2 (Ioo_mem_nhdsLT hab)) hc hA hB

/-- The self-energy is continuous for `0 < k < kF`, tends to `-2kF/π` at the band bottom and
to `-kF/π` at the Fermi momentum. -/
theorem selfEnergy_limits {kF : ℝ} (hk : 0 < kF) :
    ContinuousOn (selfEnergy kF) (Ioo 0 kF) ∧
    Tendsto (selfEnergy kF) (𝓝[>] 0) (𝓝 (-(2 * kF / π))) ∧
    Tendsto (selfEnergy kF) (𝓝[<] kF) (𝓝 (-(kF / π))) := by
  have hc : Continuous (fun k : ℝ => k / kF) := by fun_prop
  refine ⟨fun k hk' => ?_, ?_, ?_⟩
  · have h := (hasDerivAt_exchangeF (div_pos hk'.1 hk) ((div_lt_one hk).2 hk'.2)).continuousAt
    have h2 : Tendsto (fun k => exchangeF (k / kF)) (𝓝 k) (𝓝 (exchangeF (k / kF))) :=
      h.tendsto.comp (hc.tendsto k)
    have h3 : ContinuousAt (selfEnergy kF) k := h2.const_mul (-(2 * kF / π))
    exact h3.continuousWithinAt
  · have h0 : Tendsto (fun k : ℝ => k / kF) (𝓝[>] 0) (𝓝[>] 0) := by
      refine tendsto_nhdsWithin_iff.2
        ⟨(hc.tendsto' 0 0 (by simp)).mono_left nhdsWithin_le_nhds, ?_⟩
      filter_upwards [self_mem_nhdsWithin] with k hk'
      exact div_pos hk' hk
    have h := (exchangeF_limits.1.comp h0).const_mul (-(2 * kF / π))
    rw [mul_one] at h
    exact h
  · have h1 : Tendsto (fun k : ℝ => k / kF) (𝓝[<] kF) (𝓝[<] 1) := by
      refine tendsto_nhdsWithin_iff.2
        ⟨(hc.tendsto' kF 1 (div_self hk.ne')).mono_left nhdsWithin_le_nhds, ?_⟩
      filter_upwards [self_mem_nhdsWithin] with k hk'
      exact (div_lt_one hk).2 hk'
    have h := (exchangeF_limits.2.comp h1).const_mul (-(2 * kF / π))
    rw [show -(kF / π) = -(2 * kF / π) * (1 / 2) by ring]
    exact h

/-- The occupied Hartree-Fock energies fill the interval from `-2kF/π` to `kF²/2 - kF/π`,
and the occupied band is wider than the free-electron band by exactly `kF/π`. -/
theorem hartreeFock_bandwidth {kF : ℝ} (hk : 0 < kF) :
    hartreeFockEnergy kF '' Ioo 0 kF = Ioo (-(2 * kF / π)) (kF ^ 2 / 2 - kF / π) ∧
    bandwidth (hartreeFockEnergy kF) kF = bandwidth freeEnergy kF + kF / π := by
  obtain ⟨sc, s0, s1⟩ := selfEnergy_limits hk
  have fc : Continuous freeEnergy := by
    unfold freeEnergy
    fun_prop
  have fm : StrictMonoOn freeEnergy (Ioo 0 kF) := by
    intro a ha b hb hab
    unfold freeEnergy
    nlinarith [mul_pos (sub_pos.2 hab) (add_pos ha.1 hb.1)]
  have f0 : Tendsto freeEnergy (𝓝[>] 0) (𝓝 0) :=
    (fc.tendsto' 0 0 (by simp [freeEnergy])).mono_left nhdsWithin_le_nhds
  have f1 : Tendsto freeEnergy (𝓝[<] kF) (𝓝 (kF ^ 2 / 2)) :=
    (fc.tendsto' kF _ rfl).mono_left nhdsWithin_le_nhds
  have hfree := image_eq_Ioo hk fm fc.continuousOn f0 f1
  -- kinetic and exchange energies both rise, so the band edges are the limits
  have hm : StrictMonoOn (hartreeFockEnergy kF) (Ioo 0 kF) := fun a ha b hb hab =>
    add_lt_add (fm ha hb hab) (selfEnergy_strictMonoOn hk ha hb hab)
  have hc : ContinuousOn (hartreeFockEnergy kF) (Ioo 0 kF) := by
    have h := fc.continuousOn.add sc
    exact h
  have h0 : Tendsto (hartreeFockEnergy kF) (𝓝[>] 0) (𝓝 (-(2 * kF / π))) := by
    have h := f0.add s0
    rw [zero_add] at h
    exact h
  have h1 : Tendsto (hartreeFockEnergy kF) (𝓝[<] kF) (𝓝 (kF ^ 2 / 2 - kF / π)) := by
    have h := f1.add s1
    rw [← sub_eq_add_neg] at h
    exact h
  have hHF := image_eq_Ioo hk hm hc h0 h1
  refine ⟨hHF, ?_⟩
  have p1 : 0 < kF ^ 2 / 2 := by positivity
  have p2 : 0 < kF / π := by positivity
  have p3 : -(2 * kF / π) < kF ^ 2 / 2 - kF / π := by
    have e : 2 * kF / π = 2 * (kF / π) := by ring
    linarith
  unfold bandwidth
  rw [hHF, hfree, csSup_Ioo p3, csInf_Ioo p3, csSup_Ioo p1, csInf_Ioo p1]
  ring

end

end HartreeFockBandwidth
```

```lean
#print axioms HartreeFockBandwidth.hartreeFock_bandwidth
-- 'HartreeFockBandwidth.hartreeFock_bandwidth' depends on axioms: [propext, Classical.choice, Quot.sound]
```

## How the proof runs

**Monotonicity.** `hasDerivAt_logRatio` computes $L'$. In `two_mul_lt_logRatio` the function $L(x)-2x$ is studied on the half-open interval `Ico 0 1`, which contains the point $0$ where it vanishes. `strictMonoOn_of_deriv_pos` turns the positive slope in the interior into strict growth, and comparing $x$ with $0$ gives the bound. `hasDerivAt_exchangeF` is the product rule for $F$. `exchangeF_strictAntiOn` multiplies the bound on $L$ by the positive factor $(1+x^2)/(4x^2)$, and the identity `e` rewrites the result as $1/(2x)+x/2$, which makes the slope negative.

**Limits of $F$.** `exchangeF_limits` has two halves. The first is the squeeze, with `Real.log_le_sub_one_of_pos` supplying $\ln t\le t-1$. The second proves the limit for the split form of $F$, using `Real.continuous_mul_log` for the continuity of $t\ln t$. `Tendsto.congr'` then carries it over to $F$, since the two expressions agree for $0<x<1$.

**Scaling.** `selfEnergy_strictMonoOn` and `selfEnergy_limits` substitute $x=k/k_F$. The second also checks that $k/k_F$ approaches $0$ from above and $1$ from below, as the one-sided limits require.

**Filling the band.** `image_eq_Ioo` is the general statement about increasing dispersions. For one inclusion, a limit alone gives only $A\le f(y)$. Choosing $y$ between the edge and $x$ makes the inequality strict, because $A\le f(y)<f(x)$, and the upper edge is treated in the same way. The other inclusion is the intermediate value theorem in the form `intermediate_value_Ioo`.

**Subtracting the widths.** `hartreeFock_bandwidth` applies this lemma to both dispersions. The inequalities `p1` and `p3` show that the two energy intervals are nonempty, so `csSup_Ioo` and `csInf_Ioo` return their endpoints. The subtraction is left to `ring`.

## Evaluating $F$ in a program

A routine that tabulates the Hartree-Fock dispersion meets both edges of the band. Typed in directly, the formula for $F$ divides by zero at $x=0$ and multiplies zero by an infinite logarithm at $x=1$, which gives NaN under the default IEEE rules and an error in languages that trap division by zero. The remedy is to return the limits $1$ and $1/2$ at these two points. For small $x$ the logarithm is better computed as `log1p(x) - log1p(-x)`, or as `2*atanh(x)`, than from the rounded quotient $(1+x)/(1-x)$.

For a Hartree-Fock code that fills the plane-wave states of the unpolarised, unscreened gas up to $k_F$, the width $k_F^2/2+k_F/\pi$ is a reference value in the limit of an infinite system. At $k_F=1$ it is $1/2+1/\pi\approx0.818$ hartree, against $0.5$ hartree for free electrons. A finite simulation cell has a discrete set of momenta and will deviate from this value by a finite-size error.
